# The field step that minimizes the worst-case polarizability error for a quartic Stark energy

Let an atom in a static field \(F\) have the energy

\[
E(F) = E_0 - \frac{a F^2}{2} - \frac{g F^4}{24}, \qquad g > 0,
\]

and let the energies at \(-h\), \(0\) and \(h\) each be known with an error of at most \(e > 0\). For \(h > 0\), the central-difference estimate of the polarizability \(a\) then has the worst-case error

\[
W(h) = \frac{g h^2}{12} + \frac{4e}{h^2} \;\ge\; 2\sqrt{\frac{ge}{3}},
\]

with equality exactly when \(h^4 = 48e/g\).

In finite-field electronic-structure calculations, this gives the balance between a field so strong that higher-order response contaminates the estimate and one so weak that energy errors swamp it, for a model energy that stops at fourth order.

```lean
import Mathlib

open Real

namespace FiniteFieldStark

noncomputable section
```

## Energy, estimate and error

The constant \(E_0\) is the field-free energy, \(a\) the static polarizability and \(g\) the second hyperpolarizability. There are no odd powers of \(F\), as for a nondegenerate atomic state of definite parity, such as the hydrogen ground state. The linear Stark effect of degenerate excited levels is therefore excluded. The quartic form is an assumption: it stands for the perturbation expansion cut after fourth order, and it includes neither sixth-order terms nor field ionization. All quantities are real numbers in any consistent system of units.

```lean
/-- Energy of an atom in a static field `F`, with polarizability `a` and second
hyperpolarizability `g`, through fourth order in the field. -/
def energy (E0 a g F : ℝ) : ℝ := E0 - a * F ^ 2 / 2 - g * F ^ 4 / 24
```

Write \(E_-\), \(E_z\) and \(E_+\) for the three energies supplied at \(-h\), \(0\) and \(h\). Since the polarizability is minus a second derivative, its central-difference estimate is

\[
a_{\text{est}} = -\frac{E_+ - 2E_z + E_-}{h^2}.
\]

The Lean function takes the three energies as plain numbers, so it can be applied to inexact ones.

```lean
/-- Central-difference polarizability from the energies `Em`, `Ez`, `Ep` at the fields
`-h`, `0`, `h`, for a step `h ≠ 0`. -/
def centralPolarizability (Em Ez Ep h : ℝ) : ℝ := -(Ep - 2 * Ez + Em) / h ^ 2
```

Let the energy errors be \(d_-\), \(d_z\) and \(d_+\), written `dm`, `dz` and `dp` in the code. Each may be any real number between \(-e\) and \(e\), independently of the others. The bound \(e\) stands for what an incomplete self-consistency cycle or rounding leaves in a computed energy. If the errors are known to share one sign, as when an unfinished variational calculation leaves every energy too high, the worst-case error found below is still an upper bound, but it is not reached. The subtraction and division in the estimate itself are taken to be free of rounding.

The set below collects every value of \(|a_{\text{est}} - a|\) that such errors can produce. A number `r` belongs to it when some admissible triple of errors gives that deviation.

```lean
/-- All absolute errors of the central-difference polarizability that can occur when each of
the three energies is wrong by at most `e`, for a step `h ≠ 0`. -/
def possibleErrors (E0 a g e h : ℝ) : Set ℝ :=
  {r | ∃ dm dz dp : ℝ, |dm| ≤ e ∧ |dz| ≤ e ∧ |dp| ≤ e ∧
    |centralPolarizability (energy E0 a g (-h) + dm) (energy E0 a g 0 + dz)
      (energy E0 a g h + dp) h - a| = r}
```

The worst-case error \(W(h)\) is the supremum of this set.

```lean
/-- Worst-case error of the central-difference polarizability: the supremum of the possible
errors, for a step `h ≠ 0`. -/
def worstError (E0 a g e h : ℝ) : ℝ := sSup (possibleErrors E0 a g e h)
```

The candidate for the best step is \(h_0 = (48e/g)^{1/4}\), written as a square root of a square root.

```lean
/-- The field step `(48 e / g) ^ (1/4)`, for `g > 0` and `e ≥ 0`. -/
def optimalStep (g e : ℝ) : ℝ := √(√(48 * e / g))
```

## The coefficient \(a\) as a second derivative

Differentiating the energy twice gives

\[
E'(F) = -aF - \frac{gF^3}{6}, \qquad E''(F) = -a - \frac{gF^2}{2},
\]

and hence \(-E''(0) = a\). The number that the estimate is compared with is thus the polarizability in its usual sense.

```lean
/-- The coefficient `a` is the static polarizability: minus the second derivative of the
energy at zero field. -/
theorem polarizability_eq (E0 a g : ℝ) : -deriv (deriv (energy E0 a g)) 0 = a := by
  -- the first derivative is minus the induced dipole moment
  have h1 : ∀ F, HasDerivAt (energy E0 a g) (-(a * F) - g * F ^ 3 / 6) F := by
    intro F
    have p2 : HasDerivAt (fun x : ℝ => x ^ 2) (2 * F) F := by
      simpa using hasDerivAt_pow 2 F
    have p4 : HasDerivAt (fun x : ℝ => x ^ 4) (4 * F ^ 3) F := by
      simpa using hasDerivAt_pow 4 F
    exact ((((p2.const_mul a).div_const 2).const_sub E0).fun_sub
      ((p4.const_mul g).div_const 24)).congr_deriv (by ring)
  have h2 : deriv (energy E0 a g) = fun F => -(a * F) - g * F ^ 3 / 6 :=
    funext fun F => (h1 F).deriv
  have p3 : HasDerivAt (fun x : ℝ => x ^ 3) 0 0 := by
    simpa using hasDerivAt_pow 3 (0 : ℝ)
  have h3 : HasDerivAt (fun F : ℝ => -(a * F) - g * F ^ 3 / 6) (-a) 0 :=
    ((((hasDerivAt_id' (0 : ℝ)).const_mul a).fun_neg).fun_sub
      ((p3.const_mul g).div_const 6)).congr_deriv (by ring)
  rw [h2, h3.deriv, neg_neg]
```

In the proof, `h1` establishes the first derivative at every field from the derivatives of \(F^2\) and \(F^4\), and `h2` turns this into an equality of functions. `h3` differentiates that function once more, only at zero, where the cubic term contributes nothing. The theorem holds for all real `E0`, `a` and `g`.

## Truncation and noise

Insert the perturbed energies into the estimate. The exact parts combine to

\[
E(h) - 2E(0) + E(-h) = -a h^2 - \frac{g h^4}{12},
\]

because \(E_0\) cancels and each even power occurs twice. Dividing by \(-h^2\) and subtracting \(a\) leaves

\[
a_{\text{est}} - a = \frac{g h^2}{12} - \frac{d_+ - 2d_z + d_-}{h^2}.
\]

The first term is the truncation error, and the second is the propagated noise. An error common to all three energies cancels in the noise term.

```lean
/-- For a nonzero step, the deviation from the true polarizability is the truncation error
`g h² / 12` minus the second difference of the energy errors divided by `h²`. -/
theorem deviation_eq (E0 a g dm dz dp : ℝ) {h : ℝ} (hh : h ≠ 0) :
    centralPolarizability (energy E0 a g (-h) + dm) (energy E0 a g 0 + dz)
      (energy E0 a g h + dp) h - a
      = g * h ^ 2 / 12 - (dp - 2 * dz + dm) / h ^ 2 := by
  unfold centralPolarizability energy
  field_simp
  ring
```

The identity needs only \(h \ne 0\). `field_simp` clears the denominators after the definitions have been unfolded, and `ring` compares the resulting polynomials.

## The largest possible error

The triangle inequality bounds the second difference of the energy errors:

\[
|d_+ - 2d_z + d_-| \le e + 2e + e = 4e .
\]

The deviation therefore has absolute value at most \(gh^2/12 + 4e/h^2\) when \(g \ge 0\). The bound is reached by \(d_- = -e\), \(d_z = e\), \(d_+ = -e\), for which the second difference is \(-4e\) and

\[
a_{\text{est}} - a = \frac{g h^2}{12} + \frac{4e}{h^2}.
\]

Noise and truncation then have the same sign and add.

```lean
/-- For `g ≥ 0`, `e ≥ 0` and a nonzero step, the largest possible error is attained and
equals `g h² / 12 + 4 e / h²`. -/
theorem isGreatest_possibleErrors (E0 a : ℝ) {g e h : ℝ} (hg : 0 ≤ g) (he : 0 ≤ e)
    (hh : h ≠ 0) :
    IsGreatest (possibleErrors E0 a g e h) (g * h ^ 2 / 12 + 4 * e / h ^ 2) := by
  have hT : 0 ≤ g * h ^ 2 / 12 := by positivity
  have hN : 0 ≤ 4 * e / h ^ 2 := by positivity
  constructor
  · -- alternating energy errors add up with the sign of the truncation error
    have hneg : |-e| ≤ e := by rw [abs_neg, abs_of_nonneg he]
    refine ⟨-e, e, -e, hneg, (abs_of_nonneg he).le, hneg, ?_⟩
    rw [deviation_eq E0 a g _ _ _ hh]
    have hv : g * h ^ 2 / 12 - (-e - 2 * e + -e) / h ^ 2
        = g * h ^ 2 / 12 + 4 * e / h ^ 2 := by ring
    rw [hv, abs_of_nonneg (add_nonneg hT hN)]
  · rintro r ⟨dm, dz, dp, hm, hz, hp, rfl⟩
    rw [deviation_eq E0 a g _ _ _ hh]
    obtain ⟨hm1, hm2⟩ := abs_le.mp hm
    obtain ⟨hz1, hz2⟩ := abs_le.mp hz
    obtain ⟨hp1, hp2⟩ := abs_le.mp hp
    have hsq : 0 ≤ h ^ 2 := sq_nonneg h
    have u1 : (dp - 2 * dz + dm) / h ^ 2 ≤ 4 * e / h ^ 2 :=
      div_le_div_of_nonneg_right (by linarith) hsq
    have u2 : -(4 * e) / h ^ 2 ≤ (dp - 2 * dz + dm) / h ^ 2 :=
      div_le_div_of_nonneg_right (by linarith) hsq
    rw [neg_div] at u2
    exact abs_le.mpr ⟨by linarith, by linarith⟩
```

`IsGreatest` says two things: the stated number belongs to the set of possible errors, and no member of the set exceeds it. The first part of the proof supplies the alternating errors. The second takes an arbitrary admissible triple, splits each absolute-value bound into two inequalities, and obtains upper and lower bounds on the noise in `u1` and `u2`. Together with the nonnegative truncation term, these bound the absolute deviation.

## The minimum over the step

Set \(s = \sqrt{ge/3}\), so that \(4e = 12s^2/g\). Completing the square gives

\[
\begin{aligned}
W(h) &= \frac{g h^2}{12} + \frac{12 s^2}{g h^2}
      = \frac{g^2h^4 + 144 s^2}{12 g h^2} \\
     &= 2s + \frac{(g h^2 - 12 s)^2}{12 g h^2}.
\end{aligned}
\]

The last term is nonnegative, so \(W(h) \ge 2s\). Equality holds exactly when \(gh^2 = 12s\). Both sides of this equation are nonnegative, so it is equivalent to its square, \(g^2h^4 = 144s^2 = 48ge\), and thus to \(h^4 = 48e/g\).

```lean
/-- Choice of the finite-field step: for `g, e, h > 0` the worst-case error is
`g h² / 12 + 4 e / h²`; it is never below `2 √(g e / 3)`, and it equals this value exactly
when `h⁴ = 48 e / g`. -/
theorem worstError_optimal (E0 a : ℝ) {g e h : ℝ} (hg : 0 < g) (he : 0 < e) (hh : 0 < h) :
    worstError E0 a g e h = g * h ^ 2 / 12 + 4 * e / h ^ 2 ∧
    2 * √(g * e / 3) ≤ worstError E0 a g e h ∧
    (worstError E0 a g e h = 2 * √(g * e / 3) ↔ h ^ 4 = 48 * e / g) := by
  have hW : worstError E0 a g e h = g * h ^ 2 / 12 + 4 * e / h ^ 2 :=
    (isGreatest_possibleErrors E0 a hg.le he.le hh.ne').csSup_eq
  have hs : √(g * e / 3) ^ 2 = g * e / 3 := Real.sq_sqrt (by positivity)
  have hs0 : 0 ≤ √(g * e / 3) := Real.sqrt_nonneg _
  refine ⟨hW, ?_⟩
  rw [hW]
  generalize √(g * e / 3) = s at hs hs0 ⊢
  have hden : 0 < 12 * g * h ^ 2 := by positivity
  -- complete the square
  have hN : 4 * e / h ^ 2 = 12 * s ^ 2 / (g * h ^ 2) := by
    rw [hs]
    field_simp
    ring
  have hid : g * h ^ 2 / 12 + 4 * e / h ^ 2
      = 2 * s + (g * h ^ 2 - 12 * s) ^ 2 / (12 * g * h ^ 2) := by
    rw [hN]
    field_simp
    ring
  rw [hid, eq_div_iff hg.ne']
  refine ⟨le_add_of_nonneg_right (by positivity), ?_, ?_⟩
  · intro h1
    have h2 : (g * h ^ 2 - 12 * s) ^ 2 / (12 * g * h ^ 2) = 0 := by linarith
    have h3 : g * h ^ 2 - 12 * s = 0 := by
      rcases div_eq_zero_iff.mp h2 with h4 | h4
      · exact (pow_eq_zero_iff two_ne_zero).mp h4
      · exact absurd h4 hden.ne'
    apply mul_left_cancel₀ hg.ne'
    linear_combination (g * h ^ 2 + 12 * s) * h3 + 144 * hs
  · intro h1
    have h2 : (g * h ^ 2 - 12 * s) * (g * h ^ 2 + 12 * s) = 0 := by
      linear_combination g * h1 - 144 * hs
    have h3 : 0 < g * h ^ 2 + 12 * s := by positivity
    have h4 : g * h ^ 2 - 12 * s = 0 := (mul_eq_zero.mp h2).resolve_right h3.ne'
    rw [h4]
    simp
```

The theorem has three parts for every `h > 0`: the formula for the worst-case error, the lower bound, and the equivalence between reaching that bound and having `h ^ 4 = 48 * e / g`. The values of \(E_0\) and \(a\) have no influence on any of them.

The equality `hW` comes from the preceding theorem, since the greatest element of a set is its supremum. The square root is then replaced by a letter `s` about which only \(s^2 = ge/3\) and \(s \ge 0\) are kept. `hid` is the completed square. In the equality case, the forward direction concludes from a vanishing square that \(gh^2 - 12s = 0\) and multiplies by \(gh^2 + 12s\). The reverse direction factors \(g^2h^4 - 144s^2 = 0\) and discards the factor \(gh^2 + 12s\), which is positive.

Both \(g\) and \(e\) are positive here. If \(e = 0 < g\), every reduction of the step lowers the worst-case error, and if \(g = 0 < e\), every enlargement does. In neither case is there a best positive step.

## The best step and the cost of missing it

It remains to see that the minimum is reached. The step \(h_0\) is positive and satisfies

\[
h_0^2 = \sqrt{\frac{48e}{g}}, \qquad h_0^4 = \frac{48e}{g},
\]

so the equality condition gives \(W(h_0) = 2\sqrt{ge/3}\). A hundredfold reduction of \(e\) thus lowers the smallest worst-case error only tenfold.

```lean
/-- For `g, e > 0` the step `(48 e / g) ^ (1/4)` is positive and its worst-case error is
`2 √(g e / 3)`. -/
theorem worstError_optimalStep (E0 a : ℝ) {g e : ℝ} (hg : 0 < g) (he : 0 < e) :
    0 < optimalStep g e ∧
    worstError E0 a g e (optimalStep g e) = 2 * √(g * e / 3) := by
  have hx : 0 < 48 * e / g := by positivity
  have hpos : 0 < optimalStep g e := Real.sqrt_pos.mpr (Real.sqrt_pos.mpr hx)
  refine ⟨hpos, (worstError_optimal E0 a hg he hpos).2.2.mpr ?_⟩
  have h4 : optimalStep g e ^ 4 = (optimalStep g e ^ 2) ^ 2 := by ring
  rw [h4, optimalStep, Real.sq_sqrt (Real.sqrt_nonneg _), Real.sq_sqrt hx.le]
```

The proof gets positivity from the two square roots and then uses the reverse direction of the equivalence. The remaining equation \(h_0^4 = 48e/g\) follows by squaring away one root at a time.

Often \(g\) is known only roughly before the calculation, so the chosen step may miss \(h_0\) by some factor \(t > 0\). At \(h_0\) the two contributions are equal, since \(48e = g h_0^4\) means

\[
\frac{4e}{h_0^2} = \frac{g h_0^2}{12} = \sqrt{\frac{ge}{3}} .
\]

Changing the step to \(th_0\) multiplies the truncation error by \(t^2\) and the noise by \(1/t^2\), so

\[
W(t h_0) = \left(t^2 + \frac{1}{t^2}\right)\sqrt{\frac{ge}{3}}
         = \frac{1}{2}\left(t^2 + \frac{1}{t^2}\right) W(h_0).
\]

A step that is twice or half the best one gives a factor of \(17/8\) in either case.

```lean
/-- Cost of a mistuned step: for `g, e, t > 0`, a step `t` times the optimal one multiplies
the worst-case error by `(t² + 1 / t²) / 2`. -/
theorem worstError_mistuned (E0 a : ℝ) {g e t : ℝ} (hg : 0 < g) (he : 0 < e) (ht : 0 < t) :
    worstError E0 a g e (t * optimalStep g e)
      = (t ^ 2 + 1 / t ^ 2) / 2 * (2 * √(g * e / 3)) := by
  obtain ⟨hpos, hmin⟩ := worstError_optimalStep E0 a hg he
  have hopt := worstError_optimal E0 a hg he hpos
  have h4 := hopt.2.2.mp hmin
  rw [eq_div_iff hg.ne'] at h4
  rw [← hmin, hopt.1, (worstError_optimal E0 a hg he (mul_pos ht hpos)).1]
  generalize optimalStep g e = h at hpos h4 ⊢
  -- at the optimal step, noise and truncation contribute equally
  have hbal : 4 * e / h ^ 2 = g * h ^ 2 / 12 := by
    rw [div_eq_div_iff (by positivity) (by norm_num)]
    linear_combination -h4
  have hscale : 4 * e / (t * h) ^ 2 = 4 * e / h ^ 2 / t ^ 2 := by
    rw [mul_pow, div_div, mul_comm (t ^ 2)]
  rw [hscale, hbal]
  ring

end

end FiniteFieldStark
```

Here `hbal` is the equality of the two contributions at the best step, and `hscale` extracts the factor \(1/t^2\) from the noise. After these substitutions, `ring` finishes the comparison.

## Negative hyperpolarizability

The same argument treats \(g < 0\). The truncation error is then negative, and the errors \(d_- = e\), \(d_z = -e\), \(d_+ = e\) make the noise negative as well:

\[
a_{\text{est}} - a = -\left(\frac{|g| h^2}{12} + \frac{4e}{h^2}\right).
\]

The worst-case error, the best step and the minimum therefore keep their form with \(|g|\) in place of \(g\). This sign change is argued here in prose only, as the Lean theorems on the worst-case error take \(g\) to be nonnegative or positive.

```lean
#print axioms FiniteFieldStark.polarizability_eq
#print axioms FiniteFieldStark.worstError_optimalStep
#print axioms FiniteFieldStark.worstError_mistuned
```

```
'FiniteFieldStark.polarizability_eq' depends on axioms: [propext, Classical.choice, Quot.sound]
'FiniteFieldStark.worstError_optimalStep' depends on axioms: [propext, Classical.choice, Quot.sound]
'FiniteFieldStark.worstError_mistuned' depends on axioms: [propext, Classical.choice, Quot.sound]
```
